# At fixed chemical potential, deleting the coupling between two gapped fragments changes the band energy by at most second order in the coupling

A large molecule is split into two fragments, and the Hamiltonian matrix elements between them are thrown away so that each fragment can be diagonalised alone. The sum of occupied levels, measured from the chemical potential μ, can then change. If every fragment level stays well clear of μ, how large can the error be?

Take non-interacting electrons at zero temperature in a finite orthonormal basis, and write K = H − μ. With A and B the fragment blocks and V the coupling,

K = [[A, V], [V†, B]],  K₀ = [[A, 0], [0, B]].

Let E be the sum of negative eigenvalues. If all eigenvalues of A and B lie at distance at least d > 0 from zero, then

0 ≤ E(K₀) − E(K) ≤ F²/(2d),

where F is the Frobenius norm of V. In the simplest divide-and-conquer scheme, with two disjoint fragments and no buffer regions, this bounds the error of the cut in the band energy measured from μ, for a fixed one-electron Hamiltonian and a fixed μ.

In Lean 4 with Mathlib:

```lean
import Mathlib

open Matrix

namespace FragmentCutting

noncomputable section
```

## The coupling strength and the block Hamiltonian

The size of the coupling is measured by the sum of squared moduli of its entries:

F² = ‖V‖² = Σᵢⱼ |Vᵢⱼ|².

```lean
/-- The squared Frobenius norm, the sum of the squared moduli of the entries. -/
def frobSq {m n : Type*} [Fintype m] [Fintype n] (V : Matrix m n ℂ) : ℝ :=
  ∑ i, ∑ j, ‖V i j‖ ^ 2
```

The whole system has A and B on the diagonal, V in one corner and V† in the other.

```lean
/-- The Hamiltonian of two fragments `A` and `B` with coupling block `V`. -/
def coupled {m n : Type*} (A : Matrix m m ℂ) (V : Matrix m n ℂ) (B : Matrix n n ℂ) :
    Matrix (m ⊕ n) (m ⊕ n) ℂ :=
  fromBlocks A V Vᴴ B
```

Its basis is indexed by `m ⊕ n`, the orbitals of A followed by those of B. The uncoupled system K₀ is `coupled A 0 B`.

Since (VV†)ᵢᵢ = Σⱼ Vᵢⱼ Vᵢⱼ* = Σⱼ |Vᵢⱼ|², summing over i gives

Tr VV† = ‖V‖².

```lean
/-- The squared Frobenius norm of `V` is the trace of `V V†`. -/
theorem re_trace_mul_conjTranspose {m n : Type*} [Fintype m] [Fintype n]
    (V : Matrix m n ℂ) : (trace (V * Vᴴ)).re = frobSq V := by
  simp only [frobSq, Matrix.trace, Matrix.diag_apply, Matrix.mul_apply,
    Matrix.conjTranspose_apply, Complex.re_sum]
  refine Finset.sum_congr rfl fun i _ => Finset.sum_congr rfl fun j _ => ?_
  rw [Complex.star_def, Complex.mul_conj, Complex.ofReal_re, Complex.normSq_eq_norm_sq]
```

Taking the adjoint of K exchanges the corners and conjugates them, which returns K when A and B are Hermitian.

```lean
/-- Two Hermitian fragments with any coupling block form a Hermitian whole. -/
theorem coupled_isHermitian {m n : Type*} {A : Matrix m m ℂ} {B : Matrix n n ℂ}
    (hA : A.IsHermitian) (hB : B.IsHermitian) (V : Matrix m n ℂ) :
    (coupled A V B).IsHermitian := by
  unfold Matrix.IsHermitian coupled
  rw [fromBlocks_conjTranspose, hA.eq, hB.eq, conjTranspose_conjTranspose]
```

A level e of K, which is measured from μ, contributes e when it is negative and nothing otherwise, so with eigenvalues eᵢ

E = Σᵢ min(eᵢ, 0).

```lean
variable {m n : Type*} [Fintype m] [DecidableEq m] [Fintype n] [DecidableEq n]

/-- The sum of the negative eigenvalues of a Hermitian matrix. -/
def bandEnergy {M : Matrix n n ℂ} (hM : M.IsHermitian) : ℝ :=
  ∑ i, min (hM.eigenvalues i) 0
```

This is the zero-temperature grand potential, with each eigenstate counted once. The electron number is not held fixed when the coupling is removed.

## Occupation written as a sign matrix

Let P project onto the negative levels of a Hermitian matrix M; it is the zero-temperature density matrix. The algebra is shorter with S = 1 − 2P, which is −1 on occupied levels and +1 on empty ones. Then

S† = S,  S² = 1,  MS = SM,

and MS has eigenvalues |eᵢ|. If these are all at least δ, then MS = δ + CC† for some matrix C.

```lean
/-- `S` is Hermitian, squares to one and commutes with `M`, and `MS` exceeds `δ` times the
identity by a positive semidefinite matrix `C C†`. -/
structure IsSign (M S : Matrix n n ℂ) (δ : ℝ) : Prop where
  herm : Sᴴ = S
  sq : S * S = 1
  comm : M * S = S * M
  gap : ∃ C : Matrix n n ℂ, M * S = (δ : ℂ) • (1 : Matrix n n ℂ) + C * Cᴴ
```

To construct S, work in the eigenbasis. Put sᵢ = −1 if eᵢ < 0 and sᵢ = 1 otherwise, so that eᵢsᵢ = |eᵢ|, and let C have eigenvalues √(|eᵢ| − δ). Because min(e, 0) = (e − |e|)/2,

E = (Tr M − Tr MS)/2.

```lean
/-- If all levels of a Hermitian `M` lie at least `δ` from zero, `M` has a sign matrix `S` with gap
`δ`, and the sum of negative eigenvalues is `(Tr M - Tr MS)/2`. -/
theorem exists_sign {M : Matrix n n ℂ} (hM : M.IsHermitian) {δ : ℝ}
    (hδ : ∀ i, δ ≤ |hM.eigenvalues i|) :
    ∃ S, IsSign M S δ ∧ bandEnergy hM = ((trace M).re - (trace (M * S)).re) / 2 := by
  -- `Φ` rotates from the eigenbasis
  obtain ⟨Φ, hs, tr⟩ : ∃ Φ : Matrix n n ℂ ≃⋆ₐ[ℂ] Matrix n n ℂ,
      M = Φ (diagonal fun i => (hM.eigenvalues i : ℂ)) ∧ ∀ X, trace (Φ X) = trace X := by
    refine ⟨Unitary.conjStarAlgAut ℂ _ hM.eigenvectorUnitary, hM.spectral_theorem,
      fun X => ?_⟩
    rw [Unitary.conjStarAlgAut_apply, trace_mul_comm, ← Matrix.mul_assoc]
    exact (congrArg (fun Y => trace (Y * X))
      (mem_unitaryGroup_iff'.mp hM.eigenvectorUnitary.2)).trans (by simp)
  unfold bandEnergy
  generalize hM.eigenvalues = e at hδ hs ⊢
  let R : (n → ℝ) → Matrix n n ℂ := fun a => Φ (diagonal fun i => (a i : ℂ))
  have mulR : ∀ a b, R a * R b = R (fun i => a i * b i) := by
    intro a b
    simp only [R, Complex.ofReal_mul]
    rw [← map_mul Φ, diagonal_mul_diagonal]
  have addR : ∀ a b, R a + R b = R (fun i => a i + b i) := by
    intro a b
    simp only [R, Complex.ofReal_add]
    rw [← map_add Φ, diagonal_add]
  have starR : ∀ a, (R a)ᴴ = R a := by
    intro a
    simp only [R]
    rw [← star_eq_conjTranspose, ← map_star Φ, star_eq_conjTranspose, diagonal_conjTranspose]
    exact congrArg (fun f => Φ (diagonal f)) (funext fun i => Complex.conj_ofReal _)
  have trR : ∀ a, (trace (R a)).re = ∑ i, a i := by
    intro a
    simp only [R, tr, trace_diagonal, Complex.re_sum, Complex.ofReal_re]
  have constR : R (fun _ => δ) = (δ : ℂ) • (1 : Matrix n n ℂ) := by
    simp only [R]
    rw [← smul_one_eq_diagonal, map_smul, map_one]
  have hMR : M = R e := hs
  let s : n → ℝ := fun i => if e i < 0 then -1 else 1
  have hes : ∀ i, e i * s i = |e i| := by
    intro i
    simp only [s]
    split_ifs with h
    · rw [abs_of_neg h]
      ring
    · rw [abs_of_nonneg (not_lt.1 h), mul_one]
  refine ⟨R s, ⟨starR _, ?_, ?_, R (fun i => √(|e i| - δ)), ?_⟩, ?_⟩
  · rw [mulR, ← map_one Φ, ← diagonal_one]
    refine congrArg (fun f => Φ (diagonal f)) (funext fun i => ?_)
    simp only [s]
    split_ifs <;> norm_num
  · rw [hMR, mulR, mulR]
    exact congrArg R (funext fun i => mul_comm _ _)
  · rw [hMR, starR, mulR, mulR, ← constR, addR]
    refine congrArg R (funext fun i => ?_)
    show e i * s i = δ + √(|e i| - δ) * √(|e i| - δ)
    rw [hes, Real.mul_self_sqrt (sub_nonneg.2 (hδ i))]
    ring
  · rw [hMR, mulR, trR, trR, ← Finset.sum_sub_distrib, Finset.sum_div]
    refine Finset.sum_congr rfl fun i _ => ?_
    rw [hes]
    rcases le_total (e i) 0 with h | h
    · rw [min_eq_left h, abs_of_nonpos h]
      ring
    · rw [min_eq_right h, abs_of_nonneg h]
      ring
```

In the code, `Φ` rotates from the eigenbasis and `R a` is the matrix with eigenvalues `a i` in it. The lemmas `mulR`, `addR`, `starR` and `trR` turn products, sums, adjoints and traces into statements about one eigenvalue at a time. The hypothesis `hδ` makes the square root legitimate.

## The cost of a wrong density matrix

Let T be any other Hermitian matrix with T² = 1, serving as a trial occupation. Expanding the square,

(T − S)² = 2 − TS − ST,

MS(T − S)² = 2MS − MSTS − MT.

By cyclicity and MS = SM, Tr MSTS = Tr MT. Hence

Tr MS(T − S)² = 2(Tr MS − Tr MT).

Inserting MS = δ + CC† on the left gives

2(Tr MS − Tr MT) = δ‖T − S‖² + ‖(T − S)C‖² ≥ δ‖T − S‖².

```lean
/-- Replacing a sign matrix `S` of `M` with gap `δ` by any Hermitian `T` with `T² = 1` lowers
`2 Tr MS` by at least `δ` times the squared Frobenius norm of `T - S`. -/
theorem IsSign.excess {M S T : Matrix n n ℂ} {δ : ℝ} (h : IsSign M S δ)
    (hT : Tᴴ = T) (hTT : T * T = 1) :
    δ * frobSq (T - S) ≤ 2 * ((trace (M * S)).re - (trace (M * T)).re) := by
  obtain ⟨hS, hSS, hc, C, hC⟩ := h
  have hD : (T - S)ᴴ = T - S := by rw [conjTranspose_sub, hT, hS]
  have e : M * S * ((T - S) * (T - S)) = M * S + M * S - M * S * T * S - M * T := by
    have h1 : M * S * ((T - S) * (T - S)) =
        M * S * (T * T) - M * S * T * S - M * (S * S) * T + M * S * (S * S) := by
      noncomm_ring
    rw [h1, hTT, hSS]
    simp only [Matrix.mul_one]
    abel
  have t : trace (M * S * T * S) = trace (M * T) := by
    rw [trace_mul_comm, ← Matrix.mul_assoc, ← Matrix.mul_assoc, ← hc,
      Matrix.mul_assoc M S S, hSS, Matrix.mul_one]
  -- the positive remainder `C C†` contributes a squared norm
  have t3 : trace (C * Cᴴ * ((T - S) * (T - S))) =
      trace (((T - S) * C) * ((T - S) * C)ᴴ) := by
    rw [conjTranspose_mul, hD, ← Matrix.mul_assoc, trace_mul_comm]
    simp only [Matrix.mul_assoc]
  have a : trace (M * S * ((T - S) * (T - S))) = (δ : ℂ) * trace ((T - S) * (T - S)) +
      trace (((T - S) * C) * ((T - S) * C)ᴴ) := by
    rw [hC, Matrix.add_mul, trace_add, Matrix.smul_mul, Matrix.one_mul, trace_smul, t3,
      smul_eq_mul]
  rw [e, trace_sub, trace_sub, trace_add, t] at a
  have r := congrArg Complex.re a
  have f := re_trace_mul_conjTranspose (T - S)
  rw [hD] at f
  simp only [Complex.add_re, Complex.sub_re, Complex.re_ofReal_mul, f,
    re_trace_mul_conjTranspose] at r
  have pos : 0 ≤ frobSq ((T - S) * C) := by unfold frobSq; positivity
  linarith
```

Here `e` is the expansion, `t` the cyclic step, and `a` the insertion of the gap. For δ = 0 the inequality is the variational principle: no trial occupation gives a lower energy than S. For δ > 0 the energy penalty is at least δ/4 times the squared distance from S.

## Joining the fragments

If S belongs to A and T to B, the block-diagonal matrix diag(S, T) belongs to K₀ with the same gap. Every condition holds block by block, and the two remainders combine as

diag(CC†, DD†) = diag(C, D) diag(C, D)†.

```lean
/-- Sign matrices of two fragments with gap `δ` combine into one of the uncoupled pair. -/
theorem IsSign.uncoupled {A S : Matrix m m ℂ} {B T : Matrix n n ℂ} {δ : ℝ}
    (hS : IsSign A S δ) (hT : IsSign B T δ) :
    IsSign (coupled A 0 B) (fromBlocks S 0 0 T) δ := by
  obtain ⟨C, hC⟩ := hS.gap
  obtain ⟨D, hD⟩ := hT.gap
  refine ⟨?_, ?_, ?_, fromBlocks C 0 0 D, ?_⟩
  · simp [fromBlocks_conjTranspose, hS.herm, hT.herm]
  · simp [fromBlocks_multiply, hS.sq, hT.sq]
  · simp [coupled, fromBlocks_multiply, hS.comm, hT.comm]
  · rw [← fromBlocks_one]
    simp only [coupled, fromBlocks_smul, fromBlocks_conjTranspose, fromBlocks_multiply,
      fromBlocks_add, conjTranspose_zero, Matrix.mul_zero, Matrix.zero_mul, add_zero,
      zero_add, smul_zero, hC, hD]
```

## Bounding the cost from both sides

Let S₀ = diag(S_A, S_B) be the fragment sign matrix, S a sign matrix of K, and W = K − K₀ the coupling alone. Since W has no diagonal blocks and S₀ has no others,

Tr WS₀ = 0,  Tr K = Tr K₀.

The first identity removes the first-order term. The energy difference becomes

E(K₀) − E(K) = (Tr KS − Tr K₀S₀)/2.

For the lower bound, use S₀ as a trial for K: Tr KS ≥ Tr KS₀ = Tr K₀S₀.

For the upper bound, use S as a trial for K₀. With D = S − S₀,

Tr K₀S₀ − Tr K₀S ≥ (d/2)‖D‖²,

Tr KS = Tr K₀S + Tr WD,

so that

E(K₀) − E(K) ≤ (Tr WD − (d/2)‖D‖²)/2.

Completing the square,

0 ≤ ‖dD − W‖² = d²‖D‖² − 2d Tr WD + ‖W‖²,

which gives Tr WD − (d/2)‖D‖² ≤ ‖W‖²/(2d). As W contains both V and V†, ‖W‖² = 2F², and the cost is at most F²/(2d).

```lean
/-- Cutting gapped fragments costs at most second order: if all levels of the Hermitian fragments
`A` and `B` lie at least `d > 0` from zero, deleting the coupling `V` raises the sum of negative
eigenvalues by between `0` and `F²/(2d)`, with `F` the Frobenius norm of `V`. -/
theorem cutting_cost {A : Matrix m m ℂ} {B : Matrix n n ℂ} (hA : A.IsHermitian)
    (hB : B.IsHermitian) (V : Matrix m n ℂ) {d : ℝ} (hd : 0 < d)
    (gA : ∀ i, d ≤ |hA.eigenvalues i|) (gB : ∀ i, d ≤ |hB.eigenvalues i|) :
    0 ≤ bandEnergy (coupled_isHermitian hA hB 0) - bandEnergy (coupled_isHermitian hA hB V) ∧
    bandEnergy (coupled_isHermitian hA hB 0) - bandEnergy (coupled_isHermitian hA hB V)
      ≤ frobSq V / (2 * d) := by
  obtain ⟨SA, fA, -⟩ := exists_sign hA gA
  obtain ⟨SB, fB, -⟩ := exists_sign hB gB
  have f0 := fA.uncoupled fB
  obtain ⟨T, fT, eT⟩ := exists_sign (coupled_isHermitian hA hB 0) (δ := 0)
    (fun _ => abs_nonneg _)
  obtain ⟨S, fS, eS⟩ := exists_sign (coupled_isHermitian hA hB V) (δ := 0)
    (fun _ => abs_nonneg _)
  have hK : coupled A V B = coupled A 0 B + coupled 0 V 0 := by
    simp [coupled, fromBlocks_add]
  have hW0 : trace (coupled 0 V 0 * fromBlocks SA 0 0 SB) = 0 := by
    simp [coupled, fromBlocks_multiply, Matrix.trace, Fintype.sum_sum_type]
  have htr : trace (coupled A V B) = trace (coupled A 0 B) := by
    simp [coupled, Matrix.trace, Fintype.sum_sum_type]
  have s0 : trace (coupled A V B * fromBlocks SA 0 0 SB) =
      trace (coupled A 0 B * fromBlocks SA 0 0 SB) := by
    rw [hK, Matrix.add_mul, trace_add, hW0, add_zero]
  have s1 : trace (coupled A V B * S) = trace (coupled A 0 B * S) +
      trace (coupled 0 V 0 * (S - fromBlocks SA 0 0 SB)) := by
    rw [hK, Matrix.add_mul, trace_add, Matrix.mul_sub, trace_sub, hW0, sub_zero]
  have s1' := congrArg Complex.re s1
  rw [Complex.add_re] at s1'
  -- `h1`, `h2` compare two sign matrices of `K₀`; `h3`, `h4` exchange trials between `K` and `K₀`
  have h1 := fT.excess f0.herm f0.sq
  have h2 := f0.excess fT.herm fT.sq
  have h3 := fS.excess f0.herm f0.sq
  have h4 := f0.excess fS.herm fS.sq
  have p2 : 0 ≤ d * frobSq (T - fromBlocks SA 0 0 SB) :=
    mul_nonneg hd.le (by unfold frobSq; positivity)
  rw [s0] at h3
  rw [eT, eS, htr]
  refine ⟨by linarith, ?_⟩
  -- completing the square in the change of the sign matrix
  have sq : ∀ D W : Matrix (m ⊕ n) (m ⊕ n) ℂ, Dᴴ = D → Wᴴ = W →
      0 ≤ d * (d * frobSq D) - 2 * (d * (trace (W * D)).re) + frobSq W := by
    intro D W hD hW
    have hX : ((d : ℂ) • D - W)ᴴ = (d : ℂ) • D - W := by
      rw [conjTranspose_sub, conjTranspose_smul, hD, hW, Complex.star_def, Complex.conj_ofReal]
    have pos : 0 ≤ frobSq ((d : ℂ) • D - W) := by unfold frobSq; positivity
    have fD := re_trace_mul_conjTranspose D
    have fW := re_trace_mul_conjTranspose W
    rw [hD] at fD
    rw [hW] at fW
    rw [← re_trace_mul_conjTranspose, hX] at pos
    simp only [Matrix.sub_mul, Matrix.mul_sub, Matrix.smul_mul, Matrix.mul_smul, trace_sub,
      trace_smul, smul_eq_mul, trace_mul_comm D W, Complex.sub_re, Complex.re_ofReal_mul,
      fD, fW] at pos
    linarith
  have hW : frobSq (coupled (0 : Matrix m m ℂ) V (0 : Matrix n n ℂ)) = 2 * frobSq V := by
    simp only [frobSq, coupled, Fintype.sum_sum_type, fromBlocks_apply₁₁,
      fromBlocks_apply₁₂, fromBlocks_apply₂₁, fromBlocks_apply₂₂, Matrix.zero_apply,
      conjTranspose_apply, norm_star, norm_zero, ne_eq, OfNat.ofNat_ne_zero,
      not_false_eq_true, zero_pow, Finset.sum_const_zero, zero_add, add_zero]
    rw [two_mul]
    congr 1
    exact Finset.sum_comm
  have q := sq (S - fromBlocks SA 0 0 SB) (coupled 0 V 0)
    (by rw [conjTranspose_sub, fS.herm, f0.herm])
    (coupled_isHermitian isHermitian_zero isHermitian_zero V).eq
  rw [hW] at q
  rw [le_div_iff₀ (by positivity)]
  have y4 := mul_le_mul_of_nonneg_left h4 hd.le
  have y2 := mul_le_mul_of_nonneg_left (p2.trans h2) hd.le
  have y1 := mul_le_mul_of_nonneg_left h1 hd.le
  rw [s1']
  linarith

end

end FragmentCutting
```

```lean
#print axioms FragmentCutting.cutting_cost
```

```
'FragmentCutting.cutting_cost' depends on axioms: [propext, Classical.choice, Quot.sound]
```

The hypotheses `gA` and `gB` say that every fragment eigenvalue has modulus at least `d`. The conclusion is a pair of inequalities between `bandEnergy` of the uncoupled and of the coupled matrix. Nothing is assumed about the gap of K itself, so the coupling may even close it.

The proof obtains a sign matrix `T` of K₀ from its own eigenvalues, with δ = 0, because `bandEnergy` is defined through them. Inequalities `h1` and `h2` compare it with S₀ in both directions and show that the two give the same energy. Then `h3` is the lower-bound trial, `h4` the upper-bound trial, and `sq` the completed square; `linarith` combines them.

Both inequalities are stated under the gap hypothesis, though the variational argument for the lower one would run equally well with δ = 0. Some gap condition is needed for the upper one: if each fragment consists of a single level exactly at μ, a coupling v splits the pair into ±|v|, and the cost |v| is first order.

The model keeps A and B unchanged when V is deleted. Self-consistent changes of the Hamiltonian, capping atoms and non-orthogonal basis functions would all need further terms.

## The bound in a tight-binding calculation

In an orthogonal tight-binding calculation, μ is subtracted from the diagonal, A and B are diagonalised separately, and their negative eigenvalues are added. The same eigenvalues supply d, as the smallest modulus among them, and F² is the sum of the squared moduli of the entries of V, without those of V†. Once μ is given, the bound therefore requires no diagonalisation of the full matrix.

Suppose the nearest fragment level is 2 eV from μ and the cut removes one matrix element of 0.2 eV, together with its conjugate. The cost is at most 0.04/4 = 0.01 eV per spin channel. If the fragments are single levels at −2 eV and 2 eV, the coupled levels are ±√4.04 eV, and the actual cost is √4.04 − 2 ≈ 0.00998 eV. A cut through N such bonds has F² = N × 0.04 eV², so at the same d the bound grows linearly with the number of bonds cut.
